# A radial function $u=r^b e^{-kr}$ at energy $-k^2/2$ requires a potential with $r\,v(r)\to -kb$

The decay of an orbital far from an atom is tied to the tail of the potential that binds it, and either one can be taken as the starting point. Here the orbital is fixed: its radial function is taken to be exactly

$$u(r)=r^b e^{-kr}$$

at large distance $r$, with real $b$ and $k$, and the potential $v$ is whatever the radial Schrödinger equation then demands. In atomic units, with angular momentum $l$ and energy $-k^2/2$, that equation is

$$-\tfrac12 u''+\left(\frac{l(l+1)}{2r^2}+v\right)u=-\frac{k^2}{2}\,u .$$

As usual, $u$ is $r$ times the radial part of the orbital, so the orbital itself falls off as $r^{b-1}e^{-kr}$. The letter $k$ is a decay constant, not a wave number.

The claim is that $r\,v(r)\to-kb$ as $r\to\infty$. For $k>0$, a tail $-a/r$ therefore occurs exactly when $b=a/k$, and a potential vanishing faster than $1/r$ occurs exactly when $b=0$. In a global hybrid functional, $a$ stands for the fraction of exact exchange: far from a neutral atom the nuclear and Hartree terms cancel to leading order, and for the highest occupied orbital the exact-exchange part leaves $-a/r$. The result thus relates the exchange fraction to the power of $r$ in that orbital, in a model of one electron in a local, spherical potential. That such a potential can stand in for the hybrid's nonlocal exchange operator is assumed here, not proved.

## From the decay law to the potential

For $r>0$ the product rule gives

$$u'=b\,r^{b-1}e^{-kr}-k\,r^b e^{-kr}=\left(\frac br-k\right)u .$$

Differentiating again,

$$u''=-\frac{b}{r^2}\,u+\left(\frac br-k\right)^2u=\left(\frac{b(b-1)}{r^2}-\frac{2kb}{r}+k^2\right)u .$$

Since $u>0$, the radial equation can be divided by $u$ and solved for $v$:

$$v=\frac{u''}{2u}-\frac{k^2}{2}-\frac{l(l+1)}{2r^2}=-\frac{kb}{r}+\frac{b(b-1)-l(l+1)}{2r^2}.$$

Multiplication by $r$ leaves

$$r\,v(r)=-kb+\frac{b(b-1)-l(l+1)}{2r}\;\longrightarrow\;-kb .$$

A limit is unique, so $r\,v(r)\to-a$ holds exactly when $kb=a$, which for $k>0$ means $b=a/k$. The condition that $v$ vanishes faster than $1/r$ says $r\,v(r)\to0$; this is the case $a=0$ and gives $b=0$.

Two orbitals with the same $k$, one in a tail $-a/r$ with $a>0$ and one in a short-range potential, have the ratio $r^{a/k}e^{-kr}/e^{-kr}=r^{a/k}$, which grows without bound.

For the pure Coulomb potential $-a/r$, take $b=l+1$ and $k=a/(l+1)$. Then $kb=a$ and $b(b-1)=l(l+1)$, so the $1/r^2$ term vanishes and the equation is satisfied. For $a>0$ these are the hydrogen-like states without radial nodes: 1s, 2p, 3d and so on.

## A quarter of exact exchange in numbers

Take $a=0.25$, $k=1$ and $l=0$, so the energy is $-0.5$ hartree and $b=0.25$. The potential is

$$v(r)=-\frac{0.25}{r}-\frac{0.09375}{r^2}.$$

At $r=10$ bohr, $r\,v=-0.259375$; at $r=100$ bohr, $r\,v=-0.2509375$. The ratio to the short-range orbital $e^{-r}$ is $r^{0.25}$, which is only 2 at $r=16$ bohr. The divergence is slow.

## The radial equation as a condition at large distance

In Lean 4 with Mathlib:

```lean
import Mathlib

open Filter Topology Asymptotics

namespace CoulombTailOrbitalDecay

noncomputable section
```

The function `orbital k b` is $u$, not the full orbital. The exponent `b` is real, so `r ^ b` is the real power function.

```lean
/-- The radial function `u(r) = r^b exp(-k r)`, considered on `r > 0`. -/
def orbital (k b r : ℝ) : ℝ := r ^ b * Real.exp (-k * r)
```

The predicate `SolvesTail l k v u` is the radial equation. The phrase `∀ᶠ r in atTop` means "for all sufficiently large $r$", so nothing is required near the nucleus, where $u$ may have a different form. The expression `deriv (deriv u) r` is the actual second derivative, and the centrifugal term is kept separate from `v`. The potential is an arbitrary real function, restricted only by this equation.

```lean
/-- The radial Schrödinger equation `-u''/2 + (l(l+1)/(2r²) + v) u = -(k²/2) u`
(atomic units), required at all sufficiently large `r > 0`. -/
def SolvesTail (l : ℕ) (k : ℝ) (v u : ℝ → ℝ) : Prop :=
  ∀ᶠ r in atTop, -(deriv (deriv u) r) / 2
    + ((l : ℝ) * (l + 1) / (2 * r ^ 2) + v r) * u r = -(k ^ 2 / 2) * u r
```

Another model would ask only that $u(r)/(r^b e^{-kr})\to1$, which is closer to a real outer orbital. That condition alone does not control $u''$: for $u=r^be^{-kr}\,(1+\sin(r^2)/r)$ the corresponding potential is unbounded at large $r$. One could add conditions on the derivatives, or start from a given $v$ and derive the asymptotics of its solutions. The exact form used here avoids this, but it also fixes the $1/r^2$ term of $v$. For $b=0$ and $l>0$, for example, that term exactly cancels the centrifugal one.

## Two derivatives of the orbital

The first lemma is the product rule. `HasDerivAt` states both that $u$ is differentiable at $r$ and what the derivative is. The rewrite with `Real.rpow_sub_one` turns $r^{b-1}$ into $r^b/r$, after which $u$ can be factored out.

```lean
/-- For `r > 0` the logarithmic derivative of `u = orbital k b` is `b/r - k`, written here as
`u' = (b/r - k) u`. -/
theorem hasDerivAt_orbital (k b : ℝ) {r : ℝ} (hr : 0 < r) :
    HasDerivAt (orbital k b) ((b / r - k) * orbital k b r) r := by
  have h1 : HasDerivAt (fun x : ℝ => x ^ b) (b * r ^ (b - 1)) r :=
    Real.hasDerivAt_rpow_const (Or.inl hr.ne')
  have h0 : HasDerivAt (fun x : ℝ => -k * x) (-k) r := by
    simpa using (hasDerivAt_id' r).const_mul (-k)
  refine HasDerivAt.congr_deriv (h1.fun_mul h0.exp) ?_
  rw [Real.rpow_sub_one hr.ne']
  simp only [orbital]
  ring
```

A second derivative at $r$ depends on the first derivative near $r$, not only at the point. The step `h` therefore establishes the formula for $u'$ on a whole neighbourhood, using that all points close to a positive $r$ are positive. The product rule is then applied to $(b/r-k)\,u$, and `ring` collects the terms as in the derivation above.

```lean
/-- For `r > 0` the second derivative of `u = orbital k b` is `u'' = (b(b-1)/r² - 2kb/r + k²) u`. -/
theorem deriv_deriv_orbital (k b : ℝ) {r : ℝ} (hr : 0 < r) :
    deriv (deriv (orbital k b)) r
      = (b * (b - 1) / r ^ 2 - 2 * k * b / r + k ^ 2) * orbital k b r := by
  -- near `r` the first derivative is given by the previous formula
  have h : deriv (orbital k b) =ᶠ[𝓝 r] fun x => (b * x⁻¹ - k) * orbital k b x := by
    filter_upwards [Ioi_mem_nhds hr] with x hx
    rw [(hasDerivAt_orbital k b hx).deriv, div_eq_mul_inv]
  have h1 : HasDerivAt (fun x : ℝ => b * x⁻¹ - k) (b * -(r ^ 2)⁻¹) r :=
    ((hasDerivAt_inv hr.ne').const_mul b).sub_const k
  rw [h.deriv_eq, (h1.fun_mul (hasDerivAt_orbital k b hr)).deriv]
  ring
```

## The potential read off from the equation

The next theorem is the solved equation for $v$, stated as an equivalence. Read from right to left, it shows that a suitable potential exists for every $l$, $k$ and $b$, so the later theorems are not about an empty case.

The proof works at one large $r$ at a time. The fact `hu` says that $u(r)\neq0$. In the forward direction `mul_right_cancel₀` divides by $u$; in the reverse direction the formula for $v$ is multiplied by $u$. In both, `linear_combination` checks the remaining algebra.

```lean
/-- Inversion of the radial equation at energy `-k²/2`: the radial function `u(r) = r^b exp(-kr)`
solves it at large `r` exactly when `v(r) = -kb/r + (b(b-1) - l(l+1))/(2r²)` at large `r`. -/
theorem solvesTail_iff (l : ℕ) (k b : ℝ) (v : ℝ → ℝ) :
    SolvesTail l k v (orbital k b) ↔
      ∀ᶠ r in atTop, v r = -(k * b) / r
        + (b * (b - 1) - (l : ℝ) * (l + 1)) / (2 * r ^ 2) := by
  unfold SolvesTail
  apply eventually_congr
  filter_upwards [eventually_gt_atTop (0 : ℝ)] with r hr
  -- the orbital has no node, so it can be divided out
  have hu : orbital k b r ≠ 0 :=
    (mul_pos (Real.rpow_pos_of_pos hr b) (Real.exp_pos _)).ne'
  rw [deriv_deriv_orbital k b hr]
  constructor
  · intro h
    apply mul_right_cancel₀ hu
    linear_combination h
  · intro h
    linear_combination orbital k b r * h
```

The limit follows from this formula. The proof starts from $r^{-1}\to0$, multiplies by the constant $\tfrac12\,(b(b-1)-l(l+1))$ and adds $-kb$. The step `h.congr'` replaces the resulting expression by $r\,v(r)$, which equals it at large $r$.

```lean
/-- If `r^b exp(-kr)` solves the radial equation with potential `v` at energy `-k²/2`
for large `r`, then `r v(r)` tends to `-kb`. -/
theorem tendsto_mul_potential {l : ℕ} {k b : ℝ} {v : ℝ → ℝ}
    (hv : SolvesTail l k v (orbital k b)) :
    Tendsto (fun r => r * v r) atTop (𝓝 (-(k * b))) := by
  have h0 : Tendsto (fun r : ℝ => r⁻¹) atTop (𝓝 0) := tendsto_inv_atTop_zero
  have h := (h0.const_mul ((b * (b - 1) - (l : ℝ) * (l + 1)) / 2)).const_add (-(k * b))
  rw [mul_zero, add_zero] at h
  refine h.congr' ?_
  filter_upwards [(solvesTail_iff l k b v).1 hv, eventually_gt_atTop (0 : ℝ)] with r h1 hr
  rw [h1]
  field_simp
```

## Hybrid and short-range tails

In `hybrid_tail_iff` the tail $-a/r$ is expressed as $r\,v(r)\to-a$, which allows any correction that vanishes faster than $1/r$. The forward direction compares two limits of the same function through `tendsto_nhds_unique`; the reverse substitutes $kb=a$ into the previous theorem. At $k=0$ the product $r\,v(r)$ would tend to zero for every $b$, so the equivalence needs $k\neq0$. The stronger hypothesis $k>0$ expresses decay.

```lean
/-- For `k > 0` and a radial function `u(r) = r^b exp(-kr)` solving the radial equation at energy
`-k²/2` for large `r`, the potential has the hybrid tail `-a/r` if and only if `b = a/k`. -/
theorem hybrid_tail_iff {l : ℕ} {k b : ℝ} {v : ℝ → ℝ} (a : ℝ) (hk : 0 < k)
    (hv : SolvesTail l k v (orbital k b)) :
    Tendsto (fun r => r * v r) atTop (𝓝 (-a)) ↔ b = a / k := by
  constructor
  · intro h
    have e := tendsto_nhds_unique h (tendsto_mul_potential hv)
    rw [eq_div_iff hk.ne']
    linarith
  · intro hb
    have e : k * b = a := by
      rw [hb]
      exact mul_div_cancel₀ a hk.ne'
    have h := tendsto_mul_potential hv
    rwa [e] at h
```

The notation `v =o[atTop] (fun r : ℝ => r⁻¹)` says that $v$ is negligible compared with $1/r$ at large $r$. The proof rewrites this as $v(r)/r^{-1}=r\,v(r)\to0$ and applies the hybrid criterion with $a=0$.

```lean
/-- For `k > 0` and a radial function `u(r) = r^b exp(-kr)` solving the radial equation at energy
`-k²/2` for large `r`, the potential vanishes faster than `1/r` if and only if `b = 0`. -/
theorem short_range_iff {l : ℕ} {k b : ℝ} {v : ℝ → ℝ} (hk : 0 < k)
    (hv : SolvesTail l k v (orbital k b)) :
    v =o[atTop] (fun r : ℝ => r⁻¹) ↔ b = 0 := by
  have hz : ∀ᶠ r : ℝ in atTop, r⁻¹ = 0 → v r = 0 := by
    filter_upwards [eventually_gt_atTop (0 : ℝ)] with r hr h
    exact absurd h (inv_ne_zero hr.ne')
  have e : (fun r : ℝ => v r / r⁻¹) = fun r => r * v r := by
    funext r
    rw [div_inv_eq_mul, mul_comm]
  have h := hybrid_tail_iff 0 hk hv
  rw [neg_zero, zero_div] at h
  rw [isLittleO_iff_tendsto' hz, e]
  exact h
```

## The ratio of two orbitals at equal energy

Here the tails are the hypotheses, and the two criteria turn them into $b=a/k$ and $c=0$, where $c$ is the exponent of the second orbital. The exponentials cancel, and $r^b\to\infty$ because $b>0$. The angular momenta `l` and `m` may differ, but $k$ is shared. Two functionals generally give different orbital energies, and then the exponential factors decide the ratio.

```lean
/-- Take two radial functions `r^b exp(-kr)` and `r^c exp(-kr)` with the same `k > 0`, each solving
a radial equation at energy `-k²/2` for large `r`, the first with a potential of tail `-a/r`,
`a > 0`, the second with a potential vanishing faster than `1/r`. The ratio of the first to the
second grows without bound. -/
theorem hybrid_orbital_dominates {l m : ℕ} {k a b c : ℝ} {v w : ℝ → ℝ}
    (hk : 0 < k) (ha : 0 < a)
    (hv : SolvesTail l k v (orbital k b)) (hw : SolvesTail m k w (orbital k c))
    (hvtail : Tendsto (fun r => r * v r) atTop (𝓝 (-a)))
    (hwtail : w =o[atTop] (fun r : ℝ => r⁻¹)) :
    Tendsto (fun r => orbital k b r / orbital k c r) atTop atTop := by
  -- the tails fix both exponents
  have hb : b = a / k := (hybrid_tail_iff a hk hv).1 hvtail
  have hc : c = 0 := (short_range_iff hk hw).1 hwtail
  have hpos : 0 < b := by
    rw [hb]
    exact div_pos ha hk
  refine (tendsto_rpow_atTop hpos).congr fun r => ?_
  simp only [orbital, hc, Real.rpow_zero, one_mul]
  rw [mul_div_cancel_right₀ _ (Real.exp_ne_zero _)]
```

## The Coulomb potential as an instance

The last theorem applies `solvesTail_iff` from right to left with $b=l+1$ and $k=a/(l+1)$. The step `e` is $kb=a$, and `ring` confirms that the $1/r^2$ term vanishes. The statement holds for every real $a$, but the function decays, and so describes a bound state, only for $a>0$.

```lean
/-- The radial equation with the Coulomb potential `-a/r` and angular momentum `l` is solved at
large `r` by the radial function `r^(l+1) exp(-kr)` with `k = a/(l+1)`, at energy `-k²/2`. -/
theorem coulomb_solvesTail (l : ℕ) (a : ℝ) :
    SolvesTail l (a / ((l : ℝ) + 1)) (fun r => -a / r)
      (orbital (a / ((l : ℝ) + 1)) ((l : ℝ) + 1)) := by
  refine (solvesTail_iff _ _ _ _).2 (Eventually.of_forall fun r => ?_)
  have hl : (l : ℝ) + 1 ≠ 0 := by positivity
  have e : a / ((l : ℝ) + 1) * ((l : ℝ) + 1) = a := div_mul_cancel₀ a hl
  show -a / r = _
  rw [e]
  ring

end

end CoulombTailOrbitalDecay
```

```lean
#print axioms CoulombTailOrbitalDecay.tendsto_mul_potential
#print axioms CoulombTailOrbitalDecay.hybrid_orbital_dominates
#print axioms CoulombTailOrbitalDecay.coulomb_solvesTail
```

```
'CoulombTailOrbitalDecay.tendsto_mul_potential' depends on axioms: [propext, Classical.choice, Quot.sound]
'CoulombTailOrbitalDecay.hybrid_orbital_dominates' depends on axioms: [propext, Classical.choice, Quot.sound]
'CoulombTailOrbitalDecay.coulomb_solvesTail' depends on axioms: [propext, Classical.choice, Quot.sound]
```
